# Koopmans' theorem for frozen orbitals: removing an electron from filled orbital \(i\) changes the energy expectation value by \(-f_{ii}\)

After a Hartree–Fock calculation, a first estimate of an ionisation energy is read off as minus the energy of an occupied orbital. This step rests on an identity for a normalised determinant \(v\) filled on a set \(S\) of orthonormal spin orbitals. With \(H\) the Hamiltonian, \(a_i\) the annihilator of orbital \(i\) and \(f\) the Fock matrix,

\[
\langle a_i v, H a_i v\rangle=\langle v,Hv\rangle-f_{ii}\qquad(i\in S).
\]

The identity needs no self-consistency. The number \(f_{ii}\) is an orbital energy when the orbitals diagonalise \(f\), and the estimate neglects orbital relaxation and the change in correlation.

## Orbitals, reference and Hamiltonian

Spin orbitals are labelled by a type `ι`, and states live in a complex inner product space `V`, whose inner product is linear in its second argument.

In Lean 4 with Mathlib:

```lean
import Mathlib

open scoped InnerProductSpace

namespace KoopmansTheorem

noncomputable section

variable {ι V : Type*} [DecidableEq ι]
  [NormedAddCommGroup V] [InnerProductSpace ℂ V]
```

Write \(\delta_{pq}\) for the Kronecker delta and \(n_p\) for the occupation number, which is 1 on \(S\) and 0 elsewhere.

```lean
/-- The Kronecker delta of two spin orbitals. -/
def kron (p q : ι) : ℂ := if p = q then 1 else 0

/-- The occupation number of orbital `p` in the determinant filled on `S`. -/
def occ (S : Finset ι) (p : ι) : ℂ := if p ∈ S then 1 else 0
```

The creator \(c_p\) is the adjoint of \(a_p\), and

\[
a_pa_q=-a_qa_p,\qquad a_pc_q+c_qa_p=\delta_{pq}.
\]

```lean
/-- Annihilators `a` and creators `c` are mutually adjoint and obey the fermionic
anticommutation relations. -/
structure IsFermionic (a c : ι → V →ₗ[ℂ] V) : Prop where
  adj : ∀ p x y, ⟪c p x, y⟫_ℂ = ⟪x, a p y⟫_ℂ
  aa : ∀ p q x, a p (a q x) = -a q (a p x)
  car : ∀ p q x, a p (c q x) + c q (a p x) = kron p q • x
```

The determinant is specified by what the operators do to it: \(\|v\|=1\), \(c_pv=0\) for \(p\in S\), and \(a_pv=0\) for \(p\notin S\).

```lean
/-- The unit vector `v` has every orbital of `S` filled and every other orbital empty. -/
structure IsReference (a c : ι → V →ₗ[ℂ] V) (S : Finset ι) (v : V) : Prop where
  unit : ‖v‖ = 1
  filled : ∀ p ∈ S, c p v = 0
  empty : ∀ p, p ∉ S → a p v = 0
```

The two-electron integrals \(w_{pqrs}\) are antisymmetrised, as \(\langle pq\Vert rs\rangle\) is. This does not restrict the Hamiltonian below: because the operators anticommute, only the antisymmetric part of \(w\) contributes to it.

```lean
/-- The two-electron integrals change sign when either index pair is exchanged. -/
def IsAntisymm (w : ι → ι → ι → ι → ℂ) : Prop :=
  (∀ p q r s, w q p r s = -w p q r s) ∧ (∀ p q r s, w p q s r = -w p q r s)
```

For finitely many orbitals the Hamiltonian is the linear map

\[
H=\sum_{pq}h_{pq}c_pa_q+\tfrac14\sum_{pqrs}w_{pqrs}c_pc_qa_sa_r .
\]

The coefficients may be any complex numbers, apart from the antisymmetry of \(w\). Hermiticity, which makes the expectation values real energies, is not needed.

```lean
/-- The Hamiltonian with one-body coefficients `h` and two-body coefficients `w`; the factor 1/4 is
the usual one for antisymmetrised `w`. -/
def hamiltonian [Fintype ι] (a c : ι → V →ₗ[ℂ] V) (h : ι → ι → ℂ)
    (w : ι → ι → ι → ι → ℂ) : V →ₗ[ℂ] V :=
  ∑ p, ∑ q, h p q • (c p ∘ₗ a q) +
    (1 / 4 : ℂ) • ∑ p, ∑ q, ∑ r, ∑ s, w p q r s • (c p ∘ₗ c q ∘ₗ a s ∘ₗ a r)
```

The Fock matrix adds the Coulomb and exchange field of the filled orbitals:

\[
f_{pq}=h_{pq}+\sum_{k\in S}w_{pkqk}.
\]

```lean
/-- The Fock matrix: one-body part plus the mean field of the filled orbitals. -/
def fock (S : Finset ι) (h : ι → ι → ℂ) (w : ι → ι → ι → ι → ℂ) (p q : ι) : ℂ :=
  h p q + ∑ k ∈ S, w p k q k
```

Moving an extra operator through a two-body term will leave, up to sign, the combination

\[
\begin{aligned}
P^{xy}_{pqrs}={}&\delta_{xp}\delta_{ry}\delta_{sq}n_q-\delta_{xq}\delta_{ry}\delta_{sp}n_p\\
&-\delta_{xp}\delta_{sy}\delta_{rq}n_q+\delta_{xq}\delta_{sy}\delta_{rp}n_p .
\end{aligned}
\]

```lean
/-- The four signed contractions of a two-body term with external orbitals `x` and `y`. -/
def pairing (S : Finset ι) (x y p q r s : ι) : ℂ :=
  kron x p * kron r y * (kron s q * occ S q) - kron x q * kron r y * (kron s p * occ S p)
    - kron x p * kron s y * (kron r q * occ S q) + kron x q * kron s y * (kron r p * occ S p)
```

## The density matrix of the reference

Conjugating the adjoint relation gives \(\langle a_px,y\rangle=\langle x,c_py\rangle\).

```lean
variable {a c : ι → V →ₗ[ℂ] V} {S : Finset ι} {v : V}
  {h : ι → ι → ℂ} {w : ι → ι → ι → ι → ℂ}

/-- An annihilator moves across the inner product as a creator. -/
theorem IsFermionic.adj_symm (hf : IsFermionic a c) (p : ι) (x y : V) :
    ⟪a p x, y⟫_ℂ = ⟪x, c p y⟫_ℂ := by
  rw [← inner_conj_symm (a p x) y, ← hf.adj, inner_conj_symm]
```

The mixed anticommutator, solved for one ordering, reads \(c_qa_p=\delta_{pq}-a_pc_q\).

```lean
/-- A creator is moved to the right of an annihilator. -/
theorem IsFermionic.ca (hf : IsFermionic a c) (p q : ι) (x : V) :
    c q (a p x) = kron p q • x - a p (c q x) := by
  rw [← hf.car p q x, add_sub_cancel_left]
```

For \(p\in S\), since \(c_pv=0\),

\[
\langle a_pv,a_qv\rangle=\langle v,c_pa_qv\rangle=\delta_{qp}\langle v,v\rangle-\langle v,a_qc_pv\rangle=\delta_{qp}.
\]

For \(p\notin S\) the left side vanishes because \(a_pv=0\). Both cases read \(\langle a_pv,a_qv\rangle=\delta_{qp}n_p\), and the proof makes the same case split. In particular, \(a_iv\) is a unit vector for \(i\in S\), so no normalising denominator is missing from the identity.

```lean
/-- The one-particle density matrix of the reference is diagonal, with the occupation
numbers on the diagonal. -/
theorem density (hf : IsFermionic a c) (hv : IsReference a c S v) (p q : ι) :
    ⟪a p v, a q v⟫_ℂ = kron q p * occ S p := by
  by_cases hp : p ∈ S
  · rw [hf.adj_symm, hf.ca, hv.filled p hp, map_zero, sub_zero, inner_smul_right,
      inner_self_eq_norm_sq_to_K, hv.unit]
    simp [occ, hp]
  · simp [hv.empty p hp, occ, hp]
```

## Four contractions make one mean field

Carrying out the sums over the deltas and then using antisymmetry gives

\[
\begin{aligned}
\sum_{pqrs}w_{pqrs}P^{xy}_{pqrs}
&=\sum_{k\in S}(w_{xkyk}-w_{kxyk}-w_{xkky}+w_{kxky})\\
&=4\sum_{k\in S}w_{xkyk}.
\end{aligned}
\]

In the proof, `h1`, `h2` and `h3` are the three index exchanges.

```lean
variable [Fintype ι]

/-- For antisymmetric integrals the four contractions add up to four times the mean field. -/
theorem sum_pairing (hw : IsAntisymm w) (x y : ι) :
    ∑ p, ∑ q, ∑ r, ∑ s, w p q r s * pairing S x y p q r s = 4 * ∑ k ∈ S, w x k y k := by
  have h1 : ∀ k, w k x y k = -w x k y k := fun k => hw.1 x k y k
  have h2 : ∀ k, w x k k y = -w x k y k := fun k => hw.2 x k y k
  have h3 : ∀ k, w k x k y = w x k y k := fun k => by rw [hw.1 x k k y, h2, neg_neg]
  simp only [pairing, mul_sub, mul_add, Finset.sum_sub_distrib, Finset.sum_add_distrib]
  -- carry out the sums over the Kronecker deltas
  simp only [kron, occ, mul_ite, mul_one, mul_zero,
    Finset.sum_ite_irrel, Finset.sum_const_zero, Finset.sum_ite_eq, Finset.sum_ite_eq',
    Finset.mem_univ, if_true, Finset.sum_ite_mem, Finset.univ_inter]
  simp only [h1, h2, h3, Finset.sum_neg_distrib]
  ring
```

The factor 4 cancels the \(\tfrac14\) in \(H\). Suppose that for vectors \(X,Y\) and scalars \(k,\varepsilon\) every term obeys

\[
\begin{aligned}
\langle X,c_pa_qY\rangle&=k\langle v,c_pa_qv\rangle+\varepsilon\,\delta_{xp}\delta_{qy},\\
\langle X,c_pc_qa_sa_rY\rangle&=k\langle v,c_pc_qa_sa_rv\rangle+\varepsilon P^{xy}_{pqrs}.
\end{aligned}
\]

Multiplying by the integrals and summing gives \(\langle X,HY\rangle=k\langle v,Hv\rangle+\varepsilon f_{xy}\). In the proof, `ex` expands \(H\), `e1` and `e2` sum the two assumptions, and `e3` evaluates the one-body deltas.

```lean
/-- If each term of the Hamiltonian gives `k` times its reference value plus `ε` times its
contractions, the whole Hamiltonian gives `k` times the reference energy plus `ε` times the
Fock matrix element. -/
theorem sum_terms (hw : IsAntisymm w) (X Y : V) (k ε : ℂ) (x y : ι)
    (one : ∀ p q, ⟪X, c p (a q Y)⟫_ℂ =
      k * ⟪v, c p (a q v)⟫_ℂ + ε * (kron x p * kron q y))
    (two : ∀ p q r s, ⟪X, c p (c q (a s (a r Y)))⟫_ℂ =
      k * ⟪v, c p (c q (a s (a r v)))⟫_ℂ + ε * pairing S x y p q r s) :
    ⟪X, hamiltonian a c h w Y⟫_ℂ =
      k * ⟪v, hamiltonian a c h w v⟫_ℂ + ε * fock S h w x y := by
  have ex : ∀ A B : V, ⟪A, hamiltonian a c h w B⟫_ℂ =
      ∑ p, ∑ q, h p q * ⟪A, c p (a q B)⟫_ℂ +
      (1 / 4) * ∑ p, ∑ q, ∑ r, ∑ s, w p q r s * ⟪A, c p (c q (a s (a r B)))⟫_ℂ := by
    intro A B
    simp only [hamiltonian, LinearMap.add_apply, LinearMap.smul_apply, LinearMap.sum_apply,
      LinearMap.comp_apply, inner_add_right, inner_smul_right, inner_sum]
  have e1 : ∑ p, ∑ q, h p q * ⟪X, c p (a q Y)⟫_ℂ =
      k * ∑ p, ∑ q, h p q * ⟪v, c p (a q v)⟫_ℂ +
      ε * ∑ p, ∑ q, h p q * (kron x p * kron q y) := by
    simp only [Finset.mul_sum, ← Finset.sum_add_distrib]
    refine Finset.sum_congr rfl fun p _ => Finset.sum_congr rfl fun q _ => ?_
    rw [one]; ring
  have e2 : ∑ p, ∑ q, ∑ r, ∑ s, w p q r s * ⟪X, c p (c q (a s (a r Y)))⟫_ℂ =
      k * ∑ p, ∑ q, ∑ r, ∑ s, w p q r s * ⟪v, c p (c q (a s (a r v)))⟫_ℂ +
      ε * ∑ p, ∑ q, ∑ r, ∑ s, w p q r s * pairing S x y p q r s := by
    simp only [Finset.mul_sum, ← Finset.sum_add_distrib]
    refine Finset.sum_congr rfl fun p _ => Finset.sum_congr rfl fun q _ =>
      Finset.sum_congr rfl fun r _ => Finset.sum_congr rfl fun s _ => ?_
    rw [two]; ring
  have e3 : ∑ p, ∑ q, h p q * (kron x p * kron q y) = h x y := by
    simp only [kron, mul_ite, mul_one, mul_zero,
      Finset.sum_ite_irrel, Finset.sum_const_zero, Finset.sum_ite_eq, Finset.sum_ite_eq',
      Finset.mem_univ, if_true]
  rw [ex, ex, e1, e2, e3, sum_pairing hw, fock]
  ring
```

## Removing an electron

Let \(i,j\in S\). Because \(c_jv=0\), every vector \(y\) satisfies

\[
\langle a_iv,a_jy\rangle=\langle c_ja_iv,y\rangle=\delta_{ij}\langle v,y\rangle .
\]

This is `ov`. For a one-body term, \(a_j\) is moved to the left:

\[
c_pa_qa_j=a_jc_pa_q-\delta_{jp}a_q ,
\]

and the density matrix turns the last term into \(-\delta_{jp}\delta_{qi}\). For a two-body term,

\[
c_pc_qa_sa_ra_j=a_jc_pc_qa_sa_r+\delta_{jq}c_pa_sa_r-\delta_{jp}c_qa_sa_r .
\]

The remaining matrix elements, collected in `D`, follow by moving \(c_p\) and then \(a_i\) across the inner product:

\[
\begin{aligned}
\langle a_iv,c_pa_sa_rv\rangle&=-\langle a_pv,c_ia_sa_rv\rangle\\
&=-\langle a_pv,\delta_{si}a_rv-\delta_{ri}a_sv\rangle\\
&=\delta_{ri}\delta_{sp}n_p-\delta_{si}\delta_{rp}n_p .
\end{aligned}
\]

Substitution gives \(-P^{ji}_{pqrs}\). The summation lemma with \(k=\delta_{ij}\) and \(\varepsilon=-1\) then yields

\[
\langle a_iv,Ha_jv\rangle=\delta_{ij}\langle v,Hv\rangle-f_{ji}.
\]

```lean
/-- Matrix elements of the Hamiltonian between states with one electron removed from filled orbitals
`i` and `j`: the reference energy on the diagonal minus the transposed Fock matrix. -/
theorem ionization_matrix (hf : IsFermionic a c) (hv : IsReference a c S v)
    (hw : IsAntisymm w) {i j : ι} (hi : i ∈ S) (hj : j ∈ S) :
    ⟪a i v, hamiltonian a c h w (a j v)⟫_ℂ =
      kron i j * ⟪v, hamiltonian a c h w v⟫_ℂ - fock S h w j i := by
  have ov : ∀ y, ⟪a i v, a j y⟫_ℂ = kron i j * ⟪v, y⟫_ℂ := by
    intro y
    rw [← hf.adj, hf.ca, hv.filled j hj, map_zero, sub_zero, inner_smul_left]
    unfold kron
    split_ifs <;> simp
  have D : ∀ p r s, ⟪a i v, c p (a s (a r v))⟫_ℂ =
      kron r i * (kron s p * occ S p) - kron s i * (kron r p * occ S p) := by
    intro p r s
    have e : c i (a s (a r v)) = kron s i • a r v - kron r i • a s v := by
      rw [hf.ca, hf.ca, hv.filled i hi]; simp
    rw [← hf.adj_symm, hf.aa p i, inner_neg_left, hf.adj_symm, e, inner_sub_right,
      inner_smul_right, inner_smul_right, density hf hv, density hf hv]
    ring
  have key := sum_terms (h := h) (S := S) (v := v) (a := a) (c := c) hw
    (a i v) (a j v) (kron i j) (-1) j i ?_ ?_
  · rw [key]; ring
  · -- one-body terms: commute `a j` to the left
    intro p q
    rw [hf.aa q j, map_neg, hf.ca j p, inner_neg_right, inner_sub_right, inner_smul_right,
      ov, density hf hv]
    simp only [occ, hi, if_true]
    ring
  · -- two-body terms: two contractions with the creators survive
    intro p q r s
    have e : c p (c q (a s (a r (a j v)))) = a j (c p (c q (a s (a r v)))) +
        kron j q • c p (a s (a r v)) - kron j p • c q (a s (a r v)) := by
      rw [hf.aa r j, map_neg, hf.aa s j, neg_neg, hf.ca j q, map_sub, map_smul, hf.ca j p]
      abel
    rw [e, inner_sub_right, inner_add_right, inner_smul_right, inner_smul_right, ov, D, D]
    unfold pairing
    ring
```

Setting \(j=i\) gives Koopmans' identity.

```lean
/-- Koopmans' theorem: removing an electron from the filled orbital `i`, with all orbitals
kept frozen, changes the energy expectation value by minus the diagonal Fock element. -/
theorem koopmans (hf : IsFermionic a c) (hv : IsReference a c S v)
    (hw : IsAntisymm w) {i : ι} (hi : i ∈ S) :
    ⟪a i v, hamiltonian a c h w (a i v)⟫_ℂ =
      ⟪v, hamiltonian a c h w v⟫_ℂ - fock S h w i i := by
  rw [ionization_matrix hf hv hw hi hi]
  simp [kron]
```

## Adding an electron

Let \(d,b\notin S\). Creators anticommute because their adjoints do (`cc`), and \(a_bv=0\) gives \(\langle c_dv,c_by\rangle=\delta_{bd}\langle v,y\rangle\). Moving \(c_b\) to the left now produces

\[
\begin{aligned}
c_pa_qc_b&=c_bc_pa_q+\delta_{qb}c_p,\\
c_pc_qa_sa_rc_b&=c_bc_pc_qa_sa_r+\delta_{rb}c_pc_qa_s-\delta_{sb}c_pc_qa_r .
\end{aligned}
\]

With \(a_dv=0\), the extra terms are evaluated by \(\langle c_dv,c_pv\rangle=\delta_{dp}\) and

\[
\begin{aligned}
\langle c_dv,c_pc_qa_sv\rangle&=\langle v,\delta_{dp}c_qa_sv-\delta_{dq}c_pa_sv\rangle\\
&=\delta_{dp}\delta_{sq}n_q-\delta_{dq}\delta_{sp}n_p .
\end{aligned}
\]

They add up to \(\delta_{dp}\delta_{qb}\) and \(+P^{db}_{pqrs}\), so

\[
\langle c_dv,Hc_bv\rangle=\delta_{bd}\langle v,Hv\rangle+f_{db}.
\]

```lean
/-- Matrix elements of the Hamiltonian between states with one electron added to empty
orbitals `d` and `b`: the reference energy on the diagonal plus the Fock matrix. -/
theorem attachment_matrix (hf : IsFermionic a c) (hv : IsReference a c S v)
    (hw : IsAntisymm w) {d b : ι} (hd : d ∉ S) (hb : b ∉ S) :
    ⟪c d v, hamiltonian a c h w (c b v)⟫_ℂ =
      kron b d * ⟪v, hamiltonian a c h w v⟫_ℂ + fock S h w d b := by
  have ac : ∀ p q x, a p (c q x) = kron p q • x - c q (a p x) := by
    intro p q x
    rw [← hf.car p q x, add_sub_cancel_right]
  -- creators anticommute because their adjoints do
  have cc : ∀ p q x, c p (c q x) = -c q (c p x) := by
    intro p q x
    refine ext_inner_right ℂ fun y => ?_
    simp only [inner_neg_left, hf.adj]
    rw [hf.aa q p, inner_neg_right]
  have ov : ∀ y, ⟪c d v, c b y⟫_ℂ = kron b d * ⟪v, y⟫_ℂ := by
    intro y
    rw [← hf.adj_symm, ac, hv.empty b hb, map_zero, sub_zero, inner_smul_left]
    unfold kron
    split_ifs <;> simp
  have D : ∀ p q s, ⟪c d v, c p (c q (a s v))⟫_ℂ =
      kron d p * (kron s q * occ S q) - kron d q * (kron s p * occ S p) := by
    intro p q s
    have e : a d (c p (c q (a s v))) =
        kron d p • c q (a s v) - kron d q • c p (a s v) := by
      rw [ac d p, ac d q, hf.aa d s, hv.empty d hd]; simp
    rw [hf.adj, e, inner_sub_right, inner_smul_right, inner_smul_right,
      ← hf.adj_symm q, ← hf.adj_symm p, density hf hv, density hf hv]
  have key := sum_terms (h := h) (S := S) (v := v) (a := a) (c := c) hw
    (c d v) (c b v) (kron b d) 1 d b ?_ ?_
  · rw [key]; ring
  · intro p q
    have n : ⟪c d v, c p v⟫_ℂ = kron d p := by
      rw [hf.adj, ac, hv.empty d hd, map_zero, sub_zero, inner_smul_right,
        inner_self_eq_norm_sq_to_K, hv.unit]
      simp
    rw [ac q b, map_sub, map_smul, cc p b, sub_neg_eq_add, inner_add_right,
      inner_smul_right, ov, n]
    ring
  · intro p q r s
    have e : c p (c q (a s (a r (c b v)))) = c b (c p (c q (a s (a r v)))) +
        kron r b • c p (c q (a s v)) - kron s b • c p (c q (a r v)) := by
      rw [ac r b, map_sub, map_smul, ac s b]
      simp only [map_sub, map_smul]
      rw [cc q b, map_neg, cc p b, neg_neg]
      abel
    rw [e, inner_sub_right, inner_add_right, inner_smul_right, inner_smul_right, ov, D, D]
    unfold pairing
    ring
```

## Two modes on \(\mathbb C^4\)

A concrete model satisfies all the hypotheses. The coordinates of \(\mathbb C^4\) are the amplitudes of the vacuum, mode 0 filled, mode 1 filled, and both filled.

```lean
/-- Annihilators of two fermionic modes on `ℂ⁴`. -/
def ann : Fin 2 → EuclideanSpace ℂ (Fin 4) →ₗ[ℂ] EuclideanSpace ℂ (Fin 4) :=
  ![{ toFun := fun x => !₂[x 1, 0, x 3, 0]
      map_add' := by intro x y; ext k; fin_cases k <;> simp
      map_smul' := by intro z x; ext k; fin_cases k <;> simp },
    { toFun := fun x => !₂[x 2, -x 3, 0, 0]
      map_add' := by intro x y; ext k; fin_cases k <;> simp <;> ring
      map_smul' := by intro z x; ext k; fin_cases k <;> simp }]

/-- Creators of two fermionic modes on `ℂ⁴`. -/
def cre : Fin 2 → EuclideanSpace ℂ (Fin 4) →ₗ[ℂ] EuclideanSpace ℂ (Fin 4) :=
  ![{ toFun := fun x => !₂[0, x 0, 0, x 2]
      map_add' := by intro x y; ext k; fin_cases k <;> simp
      map_smul' := by intro z x; ext k; fin_cases k <;> simp },
    { toFun := fun x => !₂[0, 0, x 0, -x 1]
      map_add' := by intro x y; ext k; fin_cases k <;> simp <;> ring
      map_smul' := by intro z x; ext k; fin_cases k <;> simp }]
```

The references are the state with mode 0 filled and the state with both filled. The interaction is \(w_{pqrs}=\delta_{pr}\delta_{qs}-\delta_{ps}\delta_{qr}\). The proof checks the conditions on the operators and references in coordinates, and the antisymmetry of \(w\) by algebra with the deltas.

```lean
/-- The two explicit modes are fermionic, have a one-electron and a two-electron reference
vector, and admit an explicit antisymmetric interaction. -/
theorem koopmans_witness :
    IsFermionic ann cre ∧ IsReference ann cre {0} !₂[0, 1, 0, 0] ∧
    IsReference ann cre Finset.univ !₂[0, 0, 0, 1] ∧
    IsAntisymm (fun p q r s : Fin 2 => kron p r * kron q s - kron p s * kron q r) := by
  refine ⟨⟨?_, ?_, ?_⟩, ⟨?_, ?_, ?_⟩, ⟨?_, ?_, ?_⟩, ⟨?_, ?_⟩⟩
  · intro p x y
    fin_cases p <;> simp [ann, cre, PiLp.inner_apply, Fin.sum_univ_four] <;> ring
  · intro p q x
    fin_cases p <;> fin_cases q <;> ext k <;> fin_cases k <;> simp [ann]
  · intro p q x
    fin_cases p <;> fin_cases q <;> ext k <;> fin_cases k <;> simp [ann, cre, kron]
  · simp [EuclideanSpace.norm_eq, Fin.sum_univ_four]
  · intro p hp
    fin_cases p
    · ext k; fin_cases k <;> simp [cre]
    · exact absurd hp (by decide)
  · intro p hp
    fin_cases p
    · exact absurd hp (by decide)
    · ext k; fin_cases k <;> simp [ann]
  · simp [EuclideanSpace.norm_eq, Fin.sum_univ_four]
  · intro p _
    fin_cases p <;> ext k <;> fin_cases k <;> simp [cre]
  · intro p hp
    exact absurd (Finset.mem_univ p) hp
  · intro p q r s
    ring
  · intro p q r s
    ring

end

end KoopmansTheorem
```

The two-electron reference also shows what antisymmetry contributes. Take \(h=0\) and let \(w_{0101}=1\) be the only nonzero integral. Then \(H=\tfrac14c_0c_1a_1a_0\), so \(\langle v,Hv\rangle=\tfrac14\) and \(f_{00}=1\). The one-electron state \(a_0v\) has energy 0, whereas Koopmans' identity would give \(\tfrac14-1=-\tfrac34\). With the antisymmetric \(w\) above, the reference energy is 1 and the identity correctly gives \(1-1=0\).

```lean
#print axioms KoopmansTheorem.koopmans
#print axioms KoopmansTheorem.attachment_matrix
```

```
'KoopmansTheorem.koopmans' depends on axioms: [propext, Classical.choice, Quot.sound]
'KoopmansTheorem.attachment_matrix' depends on axioms: [propext, Classical.choice, Quot.sound]
```
